# Lieb duality for one particle on a finite lattice: the least energy at fixed density is a supremum over site potentials

## A search over mixed states

How low can the energy of a quantum particle on a lattice be when the probability of finding it at each site is prescribed? The answer can depend on whether the search runs over pure states or also over mixtures, and here mixtures are admitted. The reason is convexity. The dual expression below is a supremum of affine functions of the density, hence convex in the density, whereas a search restricted to pure states need not give a convex function.

Let $T$ be the real symmetric matrix of hopping amplitudes and fixed site energies. A state is described here by a real positive semidefinite matrix $D$ of trace one. Its energy is $\operatorname{tr}(TD)$, and $D_{ii}$ is the probability of site $i$. Admitting complex density matrices would not lower the minimum: since $T$ is real and symmetric, the real part of a complex density matrix has the same density and the same energy. For a prescribed density $\rho$, with $\rho_i\ge 0$ and $\sum_i\rho_i=1$, define

$$F(\rho)=\min\{\operatorname{tr}(TD) : D\succeq 0,\ D_{ii}=\rho_i \text{ for all } i\}.$$

A site potential $v$ changes the Hamiltonian to $T+\operatorname{diag}(v)$, whose lowest eigenvalue we call $E(v)$. With $\langle v,\rho\rangle=\sum_i v_i\rho_i$, the duality reads

$$F(\rho)=\sup_v\,\bigl[E(v)-\langle v,\rho\rangle\bigr].$$

In density functional theory, a constrained search and a supremum of this form define the universal functional of interacting electrons; the result here is the analogue for a single particle on a finite lattice.

## The duality as a Lean theorem

The theorem is `lieb_duality`. The sites form a finite type `n`, and `T.IsSymm` says that $T$ is symmetric. The hypotheses `hρ` and `hsum` say that $\rho$ is a probability vector; sites with $\rho_i=0$ are allowed.

- `groundEnergy A` is the infimum of the set of eigenvalues of $A$. For symmetric $A$, `groundEnergy_spec` shows that it is itself an eigenvalue.
- `withDensity ρ` is the set of positive semidefinite matrices with diagonal $\rho$. It needs no separate trace condition, because $\rho$ sums to one.
- `constrainedSearch T ρ` is the infimum of $\operatorname{tr}(TD)$ over that set, so it is the number $F(\rho)$.

The conclusion has two parts. `IsLeast` says that $F(\rho)$ is the energy of some admissible $D$ and that no admissible $D$ lies lower. `IsLUB` says that $F(\rho)$ is the least upper bound of the values $E(v)-\langle v,\rho\rangle$ over all real $v$. It does not say that some potential attains this bound.

Hamiltonians with complex hopping, as in a magnetic field, are excluded. Interacting electrons, whether on a lattice or in continuous space, are not covered either.

## The lowest eigenvalue bounds every mixed state

Let $A$ be real symmetric. Write $A=U\operatorname{diag}(f)\,U^{\mathsf T}$ with $U$ orthogonal, and let $f_k$ be the smallest of the eigenvalues $f_l$. For $D\succeq0$ put $M=U^{\mathsf T}DU$. Then $M\succeq 0$, so $M_{ll}\ge0$, and $\operatorname{tr}M=\operatorname{tr}D$. Hence

$$\operatorname{tr}(AD)=\sum_l f_l M_{ll}\ \ge\ f_k\sum_l M_{ll}=f_k\operatorname{tr}D .$$

If $Az=\mu z$ with $z\neq0$, inserting $D=zz^{\mathsf T}$ gives $f_k\langle z,z\rangle\le\mu\langle z,z\rangle$, so $f_k\le\mu$. Thus $f_k$ is the least eigenvalue, and column $k$ of $U$ is a normalised eigenvector for it.

## The minimum exists

Let $e_i$ be the unit vector at site $i$. For $D\succeq0$ and every real $s$,

$$0\le (e_i+s e_j)^{\mathsf T}D\,(e_i+s e_j)=D_{jj}s^2+2D_{ij}s+D_{ii}.$$

The discriminant is therefore not positive, which means $D_{ij}^2\le D_{ii}D_{jj}$. If $\operatorname{tr}D=1$, the diagonal entries lie between 0 and 1, so all entries lie in $[-1,1]$. The set $\mathcal D$ of unit-trace density matrices is thus bounded. It is also closed, hence compact.

Fixing the diagonal to $\rho$ leaves a closed subset of $\mathcal D$. This subset is not empty, since it contains $\operatorname{diag}(\rho)$. The continuous function $\operatorname{tr}(TD)$ attains its minimum there at some $D_0$, and $F(\rho)=\operatorname{tr}(TD_0)$.

## Every potential gives a lower bound

Apply the variational bound to $A=T+\operatorname{diag}(v)$ and $D_0$, which has trace one:

$$E(v)\le\operatorname{tr}\bigl((T+\operatorname{diag}v)D_0\bigr)=F(\rho)+\langle v,\rho\rangle .$$

So $E(v)-\langle v,\rho\rangle\le F(\rho)$ for every $v$.

## A separating plane supplies the potential

Take any $c<F(\rho)$. The set

$$K=\{(\operatorname{diag}D,\ \operatorname{tr}(TD)) : D\in\mathcal D\}$$

is the image of a compact convex set under a continuous linear map, so it is compact and convex. The point $(\rho,c)$ is not in $K$, because no state with density $\rho$ has energy below $F(\rho)$. By the Hahn–Banach theorem there are a vector $w$ and a number $a$ such that, for all $D\in\mathcal D$,

$$\langle w,\rho\rangle+ac<\langle w,\operatorname{diag}D\rangle+a\operatorname{tr}(TD).$$

Choosing $D=D_0$ cancels the density terms and leaves $a\,(F(\rho)-c)>0$, so $a>0$. Now divide by $a$ and set $v=w/a$:

$$\langle v,\rho\rangle+c<\operatorname{tr}\bigl((T+\operatorname{diag}v)D\bigr).$$

Let $x$ be a normalised ground state of $T+\operatorname{diag}(v)$ and take $D=xx^{\mathsf T}$. The right-hand side becomes $E(v)$, so $c<E(v)-\langle v,\rho\rangle$. Every number below $F(\rho)$ is therefore exceeded by some dual value, and $F(\rho)$ is the least upper bound.

## The complete Lean source

```lean
import Mathlib

open Matrix

namespace LatticeLiebDuality

noncomputable section

variable {n : Type*} [Fintype n] [DecidableEq n]

/-- The lowest eigenvalue of a real symmetric matrix, as the infimum of its eigenvalues. -/
def groundEnergy (A : Matrix n n ℝ) : ℝ :=
  sInf {μ | ∃ x : n → ℝ, x ≠ 0 ∧ A *ᵥ x = μ • x}

/-- The real density matrices of unit trace. -/
def densityMatrices (n : Type*) [Fintype n] : Set (Matrix n n ℝ) :=
  {D | D.PosSemidef ∧ D.trace = 1}

/-- The positive semidefinite matrices whose diagonal is the site density `ρ`. -/
def withDensity (ρ : n → ℝ) : Set (Matrix n n ℝ) :=
  {D | D.PosSemidef ∧ D.diag = ρ}

/-- The constrained search: the infimum of `tr (T D)` over all positive semidefinite `D` with
diagonal `ρ`. -/
def constrainedSearch (T : Matrix n n ℝ) (ρ : n → ℝ) : ℝ :=
  sInf ((fun D => (T * D).trace) '' withDensity ρ)

omit [DecidableEq n] in
/-- For every real vector `x`, the matrix `x xᵀ` is positive semidefinite and has trace `⟨x, x⟩`,
and `tr (A x xᵀ) = ⟨x, A x⟩` for every `A`. -/
theorem pure_state (x : n → ℝ) : (vecMulVec x x).PosSemidef ∧
    (vecMulVec x x).trace = x ⬝ᵥ x ∧
    ∀ A : Matrix n n ℝ, (A * vecMulVec x x).trace = x ⬝ᵥ A *ᵥ x := by
  refine ⟨by simpa using Matrix.posSemidef_vecMulVec_self_star x,
    by simp [Matrix.trace, vecMulVec_apply, dotProduct], fun A => ?_⟩
  simp only [Matrix.trace, Matrix.diag_apply, Matrix.mul_apply, vecMulVec_apply, dotProduct,
    mulVec, Finset.mul_sum]
  exact Finset.sum_congr rfl fun i _ => Finset.sum_congr rfl fun j _ => by ring

/-- A site potential `v` adds `⟨v, diag D⟩` to the energy. -/
theorem trace_potential (T D : Matrix n n ℝ) (v : n → ℝ) :
    ((T + diagonal v) * D).trace = (T * D).trace + v ⬝ᵥ D.diag := by
  rw [Matrix.add_mul, Matrix.trace_add]
  simp [Matrix.trace, dotProduct, Matrix.diagonal_mul]

/-- In a positive semidefinite matrix the site populations are nonnegative and bound the
coherence between two sites. -/
theorem coherence_bound {D : Matrix n n ℝ} (hD : D.PosSemidef) (i j : n) :
    0 ≤ D i i ∧ D i j ^ 2 ≤ D i i * D j j := by
  refine ⟨by simpa using hD.dotProduct_mulVec_nonneg (Pi.single i 1), ?_⟩
  have hs : D j i = D i j := by simpa using hD.1.apply i j
  have h : ∀ s : ℝ, 0 ≤ D j j * (s * s) + 2 * D i j * s + D i i := fun s => by
    have h := hD.dotProduct_mulVec_nonneg (Pi.single i 1 + s • Pi.single j 1)
    simp only [star_trivial, Matrix.mulVec_add, Matrix.mulVec_smul, add_dotProduct,
      dotProduct_add, smul_dotProduct, dotProduct_smul, single_dotProduct,
      Matrix.mulVec_single_one, Matrix.col_apply, smul_eq_mul, one_mul, hs] at h
    linarith
  have h2 := discrim_le_zero h
  rw [discrim] at h2
  linarith

/-- Variational principle: if there is at least one site, the lowest eigenvalue of a real symmetric
matrix has a normalised eigenvector, and times `tr D` it bounds the energy of every positive
semidefinite `D` from below. -/
theorem groundEnergy_spec [Nonempty n] {A : Matrix n n ℝ} (hA : A.IsSymm) :
    (∃ x : n → ℝ, x ⬝ᵥ x = 1 ∧ A *ᵥ x = groundEnergy A • x) ∧
      ∀ D : Matrix n n ℝ, D.PosSemidef → groundEnergy A * D.trace ≤ (A * D).trace := by
  -- diagonalise `A` by an orthogonal matrix
  obtain ⟨f, U, hU, hAU⟩ : ∃ (f : n → ℝ) (U : Matrix n n ℝ),
      Uᵀ * U = 1 ∧ A * U = U * diagonal f := by
    have hH : A.IsHermitian := (conjTranspose_eq_transpose_of_trivial A).trans hA
    refine ⟨hH.eigenvalues, Matrix.of fun i k => (hH.eigenvectorBasis k).ofLp i, ?_, ?_⟩
    · ext k l
      rw [Matrix.one_apply, ← orthonormal_iff_ite.1 hH.eigenvectorBasis.orthonormal k l]
      simp [PiLp.inner_apply, Matrix.mul_apply, mul_comm]
    · ext i k
      rw [Matrix.mul_diagonal]
      exact (congrFun (hH.mulVec_eigenvectorBasis k) i).trans (mul_comm _ _)
  have hUU : U * Uᵀ = 1 := mul_eq_one_comm.1 hU
  have hAd : A = U * diagonal f * Uᵀ := by
    rw [← hAU, Matrix.mul_assoc, hUU, Matrix.mul_one]
  obtain ⟨k, hk⟩ := Finite.exists_min f
  have hvar : ∀ D : Matrix n n ℝ, D.PosSemidef → f k * D.trace ≤ (A * D).trace := by
    intro D hD
    have hM : (Uᵀ * D * U).PosSemidef := by
      rw [← conjTranspose_eq_transpose_of_trivial]
      exact hD.conjTranspose_mul_mul_same U
    have h1 : D.trace = (Uᵀ * D * U).trace := by
      rw [Matrix.trace_mul_comm, ← Matrix.mul_assoc, hUU, Matrix.one_mul]
    have h2 : (A * D).trace = (diagonal f * (Uᵀ * D * U)).trace := by
      rw [hAd, Matrix.mul_assoc, Matrix.mul_assoc, Matrix.trace_mul_comm]
      simp only [Matrix.mul_assoc]
    rw [h1, h2]
    simp only [Matrix.trace, Matrix.diag_apply, Matrix.diagonal_mul, Finset.mul_sum]
    exact Finset.sum_le_sum fun l _ =>
      mul_le_mul_of_nonneg_right (hk l) (coherence_bound hM l l).1
  have hx : (fun i => U i k) ⬝ᵥ (fun i => U i k) = 1 :=
    (congrFun (congrFun hU k) k).trans (Matrix.one_apply_eq k)
  have hAx : A *ᵥ (fun i => U i k) = f k • fun i => U i k := by
    funext i
    have h := congrFun (congrFun hAU i) k
    rw [Matrix.mul_diagonal] at h
    exact h.trans (mul_comm _ _)
  have hg : groundEnergy A = f k := by
    refine IsLeast.csInf_eq ⟨⟨_, fun h => by simp [h] at hx, hAx⟩, ?_⟩
    rintro μ ⟨z, hz, hμ⟩
    have h := hvar _ (pure_state z).1
    rw [(pure_state z).2.1, (pure_state z).2.2, hμ, dotProduct_smul, smul_eq_mul] at h
    exact le_of_mul_le_mul_right h (lt_of_le_of_ne
      (Finset.sum_nonneg fun i _ => mul_self_nonneg (z i))
      fun h => hz (dotProduct_self_eq_zero.1 h.symm))
  rw [hg]
  exact ⟨⟨_, hx, hAx⟩, hvar⟩

/-- The density matrices of unit trace form a compact set. -/
theorem isCompact_densityMatrices : IsCompact (densityMatrices n) := by
  have hbox : IsCompact {D : Matrix n n ℝ | ∀ i j, D i j ∈ Set.Icc (-1 : ℝ) 1} := by
    have h : IsCompact {D : n → n → ℝ | ∀ i j, D i j ∈ Set.Icc (-1 : ℝ) 1} := by
      simpa only [Set.pi, Set.mem_univ, true_implies, Set.mem_ofPred_eq] using
        isCompact_univ_pi fun _ : n => isCompact_univ_pi fun _ : n =>
          isCompact_Icc (a := (-1 : ℝ)) (b := 1)
    exact h
  have hcl : IsClosed (densityMatrices n) := by
    have h : densityMatrices n = ({D | Dᴴ = D} ∩
        ⋂ x : n → ℝ, {D | 0 ≤ star x ⬝ᵥ D *ᵥ x}) ∩ {D | D.trace = 1} := by
      ext D
      simp [densityMatrices, posSemidef_iff_dotProduct_mulVec, Matrix.IsHermitian]
    rw [h]
    exact ((isClosed_eq (by fun_prop) (by fun_prop)).inter (isClosed_iInter fun x =>
      isClosed_le (by fun_prop) (by fun_prop))).inter (isClosed_eq (by fun_prop) (by fun_prop))
  refine hbox.of_isClosed_subset hcl fun D hD i j => ?_
  have h0 : ∀ k, 0 ≤ D k k := fun k => (coherence_bound hD.1 k k).1
  have h1 : ∀ k, D k k ≤ 1 := fun k => by
    rw [← hD.2]
    exact Finset.single_le_sum (f := fun k => D k k) (fun k _ => h0 k) (Finset.mem_univ k)
  have h2 : D i j ^ 2 ≤ 1 :=
    (coherence_bound hD.1 i j).2.trans (mul_le_one₀ (h1 i) (h0 j) (h1 j))
  exact ⟨by nlinarith, by nlinarith⟩

/-- Lieb duality on a lattice: for symmetric `T` and a probability vector `ρ`, the constrained
search is an attained minimum and equals the supremum over site potentials `v` of the lowest
eigenvalue of `T + diag v` minus `⟨v, ρ⟩`. -/
theorem lieb_duality {T : Matrix n n ℝ} (hT : T.IsSymm) {ρ : n → ℝ} (hρ : ∀ i, 0 ≤ ρ i)
    (hsum : ∑ i, ρ i = 1) :
    IsLeast ((fun D => (T * D).trace) '' withDensity ρ) (constrainedSearch T ρ) ∧
      IsLUB (Set.range fun v : n → ℝ => groundEnergy (T + diagonal v) - v ⬝ᵥ ρ)
        (constrainedSearch T ρ) := by
  have : Nonempty n := by
    by_contra h
    rw [not_nonempty_iff] at h
    simp at hsum
  have hW : withDensity ρ = densityMatrices n ∩ {D | D.diag = ρ} := by
    ext D
    refine ⟨fun h => ⟨⟨h.1, ?_⟩, h.2⟩, fun h => ⟨h.1.1, h.2⟩⟩
    rw [← hsum, ← h.2]
    rfl
  have hc : IsCompact (withDensity ρ) := by
    rw [hW]
    exact isCompact_densityMatrices.inter_right (isClosed_eq (by fun_prop) continuous_const)
  obtain ⟨D₀, hD₀, hmin⟩ := hc.exists_isMinOn
    ⟨diagonal ρ, Matrix.posSemidef_diagonal_iff.2 hρ, Matrix.diag_diagonal ρ⟩
    (f := fun D => (T * D).trace) (Continuous.continuousOn (by fun_prop))
  have hD₁ : D₀ ∈ densityMatrices n := (hW ▸ hD₀).1
  have hleast : IsLeast ((fun D => (T * D).trace) '' withDensity ρ) (T * D₀).trace :=
    ⟨⟨D₀, hD₀, rfl⟩, by rintro _ ⟨D, hD, rfl⟩; exact hmin hD⟩
  rw [show constrainedSearch T ρ = (T * D₀).trace from hleast.csInf_eq]
  refine ⟨hleast, ?_, fun B hB => le_of_forall_lt fun c hcF => ?_⟩
  · -- weak duality is the variational principle for `T + diag v`
    rintro _ ⟨v, rfl⟩
    have h := (groundEnergy_spec (hT.add (Matrix.isSymm_diagonal v))).2 D₀ hD₀.1
    rw [trace_potential, hD₁.2, hD₀.2] at h
    change groundEnergy (T + diagonal v) - v ⬝ᵥ ρ ≤ _
    linarith
  -- separate `(ρ, c)` from the compact convex set of pairs (density, energy)
  let Φ : Matrix n n ℝ → (n → ℝ) × ℝ := fun D => (D.diag, (T * D).trace)
  have hconv : Convex ℝ (Φ '' densityMatrices n) := by
    rintro _ ⟨D, hD, rfl⟩ _ ⟨D', hD', rfl⟩ a b ha hb hab
    refine ⟨a • D + b • D', ⟨(hD.1.smul ha).add (hD'.1.smul hb), ?_⟩, ?_⟩
    · simp [Matrix.trace_add, Matrix.trace_smul, hD.2, hD'.2, hab]
    · simp [Φ, Matrix.mul_add, Matrix.trace_add, Matrix.trace_smul]
  have hnot : (ρ, c) ∉ Φ '' densityMatrices n := by
    rintro ⟨D, hD, h⟩
    have h2 : (T * D).trace = c := congrArg Prod.snd h
    have h3 : (T * D₀).trace ≤ (T * D).trace :=
      hmin (show D ∈ withDensity ρ from ⟨hD.1, congrArg Prod.fst h⟩)
    linarith
  obtain ⟨f, r, hfr, hf⟩ := geometric_hahn_banach_point_closed hconv
    (isCompact_densityMatrices.image (by fun_prop)).isClosed hnot
  let g : (n → ℝ) →ₗ[ℝ] ℝ := f.toLinearMap.comp (LinearMap.inl ℝ (n → ℝ) ℝ)
  let w : n → ℝ := fun i => g fun j => if i = j then 1 else 0
  obtain ⟨a, ha⟩ : ∃ a, a = f (0, 1) := ⟨_, rfl⟩
  have hrep : ∀ (y : n → ℝ) (s : ℝ), f (y, s) = w ⬝ᵥ y + s * a := fun y s => by
    have h1 : f (y, 0) = w ⬝ᵥ y := (LinearMap.pi_apply_eq_sum_univ g y).trans
      (Finset.sum_congr rfl fun i _ => mul_comm _ _)
    rw [← h1, ha, ← smul_eq_mul, ← map_smul, ← map_add]
    simp
  have hsep : ∀ D ∈ densityMatrices n, w ⬝ᵥ ρ + c * a < w ⬝ᵥ D.diag + (T * D).trace * a :=
    fun D hD => by
      rw [← hrep, ← hrep]
      exact hfr.trans (hf _ ⟨D, hD, rfl⟩)
  -- the energy component of the functional is positive
  have hapos : 0 < a := by
    have h := hsep D₀ hD₁
    rw [hD₀.2] at h
    nlinarith
  -- the rescaled functional is the potential; test it on its own ground state
  let v : n → ℝ := a⁻¹ • w
  have hv : ∀ y, w ⬝ᵥ y = a * (v ⬝ᵥ y) := fun y => by
    rw [smul_dotProduct, smul_eq_mul, mul_inv_cancel_left₀ hapos.ne']
  obtain ⟨x, hx, hEx⟩ := (groundEnergy_spec (hT.add (Matrix.isSymm_diagonal v))).1
  have h := hsep _ ⟨(pure_state x).1, (pure_state x).2.1.trans hx⟩
  have hE := trace_potential T (vecMulVec x x) v
  rw [(pure_state x).2.2, hEx, dotProduct_smul, hx, smul_eq_mul, mul_one] at hE
  rw [hv, hv] at h
  have hlt : c < groundEnergy (T + diagonal v) - v ⬝ᵥ ρ := by
    rw [hE]
    nlinarith
  exact hlt.trans_le (hB ⟨v, rfl⟩)

end

end LatticeLiebDuality
```

```lean
#print axioms LatticeLiebDuality.lieb_duality
```

```
'LatticeLiebDuality.lieb_duality' depends on axioms: [propext, Classical.choice, Quot.sound]
```

## From diagonalisation to separation in the code

Two lemmas supply the trace identities. `pure_state` shows that $xx^{\mathsf T}$ is positive semidefinite, with trace $\langle x,x\rangle$ and energy $\langle x,Ax\rangle$. `trace_potential` splits off the potential energy $\langle v,\operatorname{diag}D\rangle$.

`coherence_bound` tests $D$ on $e_i+s e_j$ and passes the resulting quadratic to `discrim_le_zero`. That lemma also handles $D_{jj}=0$, where the quadratic degenerates to a linear function.

`groundEnergy_spec` builds $U$ from Mathlib's orthonormal eigenvector basis. Inside it, `hvar` is the inequality $f_k\operatorname{tr}D\le\operatorname{tr}(AD)$, obtained by cycling the trace and comparing the sums term by term. The step `hg` then identifies $f_k$ with the infimum in the definition of `groundEnergy`, using `pure_state` for an arbitrary eigenvector.

`isCompact_densityMatrices` places the density matrices in the box of matrices with entries in $[-1,1]$. Closedness follows from writing the set as an intersection of closed conditions: symmetry, $\langle x,Dx\rangle\ge0$ for each $x$, and unit trace.

In `lieb_duality`, `hW` identifies `withDensity ρ` with the unit-trace density matrices of diagonal $\rho$, and `exists_isMinOn` produces $D_0$. The upper-bound half combines `groundEnergy_spec` with `trace_potential`. For the other half, `le_of_forall_lt` reduces the claim to an arbitrary $c<F(\rho)$.

The map `Φ` sends $D$ to its pair of density and energy; `geometric_hahn_banach_point_closed` needs $K$ to be convex (`hconv`), closed (which follows from compactness) and not to contain $(\rho,c)$ (`hnot`). The letter `f`, which denotes the eigenvalues in `groundEnergy_spec`, is here the separating functional. Since Hahn–Banach returns an abstract functional, `hrep` writes it in coordinates as $\langle w,y\rangle+sa$ for a pair $(y,s)$. The inequality over all density matrices is `hsep`. Testing it on $D_0$ gives `hapos`, and testing it on the ground state of $T+\operatorname{diag}(v)$ gives `hlt`, the strict inequality $c<E(v)-\langle v,\rho\rangle$.
